# Cochran's rank criterion: square matrices summing to the identity are mutually annihilating projectors exactly when their ranks add up to the matrix size

Take two $2\times 2$ matrices of rank one that add up to the identity, for instance

$$A_0=\begin{pmatrix}1&1\\0&0\end{pmatrix},\qquad A_1=\begin{pmatrix}0&-1\\0&1\end{pmatrix}.$$

The range of $A_0$ is a line, spanned by $(1,0)$, and the range of $A_1$ is a line, spanned by $(-1,1)$. Every vector satisfies $x=A_0x+A_1x$, so the two lines together span the plane. Two lines that span a plane meet only at the origin, and therefore a vector splits into a part on the first line and a part on the second in exactly one way. Now let $x$ lie on the first line. It has the splitting $x=x+0$ and also the splitting $x=A_0x+A_1x$, and uniqueness forces $A_0x=x$ and $A_1x=0$. With $x=A_0y$ for arbitrary $y$ this reads $A_0^2=A_0$ and $A_1A_0=0$. The same argument on the second line gives $A_1^2=A_1$ and $A_0A_1=0$. Neither matrix is symmetric, and the argument used no inner product. The pair $\tfrac12\mathbb 1+\tfrac12\mathbb 1=\mathbb 1$ shows the other outcome. Each range is the whole plane, splittings are not unique, and the product of the two matrices is $\tfrac14\mathbb 1\neq0$.

## Rank sum of a resolution of the identity

Let $K$ be any field, $I$ a finite index set, and $A_i$ for $i\in I$ square matrices of size $n$ over $K$ with

$$\sum_{i\in I}A_i=\mathbb 1 .$$

This completeness condition is a hypothesis. It says that the contributions $A_ix$ account for all of any vector $x$ in the finite basis, with nothing left over. Under it,

$$n\le\sum_{i\in I}\operatorname{rank}A_i ,$$

and equality holds if and only if

$$A_iA_j=\delta_{ij}A_i\quad\text{for all } i,j\in I,$$

where $\delta_{ij}$ is the Kronecker delta. The direction from the rank count to the products is Cochran's criterion. In statistics the name belongs to a theorem on the distribution of quadratic forms in Gaussian variables; what is treated here is the matrix algebra, and no probability enters. The matrices are not assumed to be Hermitian or to commute, and the characteristic of $K$ is unrestricted.

## Subspace partitions in electronic-structure and grid codes

A code that splits a finite one-particle basis into blocks (occupied and virtual, core, active and external, fragments, symmetry sectors) often goes on to use $A_i^2=A_i$ and $A_iA_j=0$, for instance to apply a block operator once in place of twice or to drop cross terms. For a finite basis and exact arithmetic, the criterion says that completeness and one integer count are enough to justify this. In a non-orthogonal basis with overlap matrix $S$, let $C_i$ be the $n\times m_i$ matrix whose $m_i$ columns hold the coefficients of the orbitals in block $i$, and set $A_i=C_iC_i^\dagger S$. Such a matrix is in general not Hermitian, like the pair above. Its rank is at most $m_i$, so if the $A_i$ sum to the identity and $\sum_i m_i=n$, then $n\le\sum_i\operatorname{rank}A_i\le n$ and the criterion applies.

The criterion also detects partitions that are not projective. On a grid of $n$ points, weights $w_i(r)$ with $\sum_i w_i(r)=1$ at each point $r$ define diagonal matrices $A_i$ whose rank is the number of points with $w_i(r)\ne0$. The ranks add up to $n$ only when each point carries weight in a single cell, so cells that share weight at some grid point, as overlapping smooth cells typically do, give a resolution of the identity that is not a family of mutually annihilating projectors. Likewise, for a measurement with finitely many outcomes on a finite-dimensional Hilbert space, positive semidefinite outcome operators summing to the identity are the projectors of a projective measurement exactly when their ranks add up to the dimension.

## Counting dimensions with the summation map

Work with linear operators $f_i$ on a vector space $V$ of finite dimension over $K$, with $\sum_i f_i=\mathbb 1$. Let $R_i\subseteq V$ be the range of $f_i$ and $r_i=\dim R_i$ its rank. Let $W=\prod_i R_i$ be the space of tuples $v=(v_i)_{i\in I}$ with $v_i\in R_i$; its dimension is $\sum_i r_i$. Define the linear map

$$\Phi:W\to V,\qquad \Phi(v)=\sum_i v_i .$$

The bound comes first. For any $x\in V$ the tuple $(f_ix)_i$ lies in $W$, and $\Phi$ sends it to $\sum_i f_ix=x$. So $\Phi$ is surjective. The image of a linear map has dimension at most that of its domain, which gives $\dim V\le\dim W=\sum_i r_i$.

Suppose next that $\sum_i r_i=\dim V$. Then $\Phi$ is a surjection between spaces of equal finite dimension, and rank–nullity gives $\dim\ker\Phi=\dim W-\dim V=0$. A tuple of range vectors that adds up to zero is therefore the zero tuple. Fix $j\in I$ and $x\in V$, and set

$$v_i=f_i\,(f_jx-\delta_{ij}\,x)\in R_i .$$

The sum of the components is

$$\sum_i v_i=\sum_i f_i(f_jx)-\sum_i\delta_{ij}f_ix=f_jx-f_jx=0,$$

where the first sum collapses by completeness applied to the vector $f_jx$, and the second has a single nonzero term. Hence every $v_i$ vanishes. For $i=j$ this is $f_jf_jx=f_jx$, and for $i\neq j$ it is $f_if_jx=0$. Since $x$ was arbitrary, $f_if_j=\delta_{ij}f_i$.

Conversely, suppose $f_if_j=\delta_{ij}f_i$ and let $\Phi(v)=0$. Write $v_i=f_iy_i$ for some $y_i\in V$. Applying $f_j$ to the sum gives

$$0=f_j\sum_i v_i=\sum_i f_jf_iy_i=f_jf_jy_j=f_jy_j=v_j .$$

So $\Phi$ is injective as well as surjective, and $\sum_i r_i=\dim W=\dim V$.

For matrices, take $V=K^n$ and $f_ix=A_ix$. Sums, products, zero and the identity correspond on both sides, and the rank of $A_i$ is the dimension of its column space $R_i$.

## Lean source

```lean
import Mathlib

open Module Matrix

namespace CochranRankCriterion

/-- A family is one of mutually annihilating projectors: each member is idempotent and the
product of two distinct members vanishes. -/
def OrthogonalProjectors {R ι : Type*} [Mul R] [Zero R] (P : ι → R) : Prop :=
  (∀ i, P i * P i = P i) ∧ ∀ i j, i ≠ j → P i * P j = 0

section Operators

variable {K V ι : Type*} [Field K] [AddCommGroup V] [Module K V] [Fintype ι]

/-- The linear map that takes one vector from the range of each operator and adds them up. -/
def assemble (f : ι → End K V) : ((i : ι) → LinearMap.range (f i)) →ₗ[K] V where
  toFun v := ∑ i, (v i : V)
  map_add' v w := by simp [Finset.sum_add_distrib]
  map_smul' c v := by simp [Finset.smul_sum]

/-- If the operators sum to the identity, every vector is a sum of vectors from their ranges. -/
theorem assemble_surjective (f : ι → End K V) (hs : ∑ i, f i = 1) :
    Function.Surjective (assemble f) := by
  intro x
  refine ⟨fun i => ⟨f i x, LinearMap.mem_range_self _ x⟩, ?_⟩
  show ∑ i, f i x = x
  have := LinearMap.congr_fun hs x
  simpa [LinearMap.sum_apply] using this

/-- If operators on a finite-dimensional space sum to the identity, their ranks sum to at
least the dimension. -/
theorem finrank_le_sum_rank [FiniteDimensional K V] (f : ι → End K V) (hs : ∑ i, f i = 1) :
    finrank K V ≤ ∑ i, finrank K (LinearMap.range (f i)) := by
  have h := (assemble f).finrank_range_le
  rwa [LinearMap.range_eq_top.2 (assemble_surjective f hs), finrank_top,
    Module.finrank_pi_fintype] at h

/-- Operators on a finite-dimensional space that sum to the identity have ranks summing to the
dimension exactly when they are mutually annihilating projectors. -/
theorem operator_rank_iff [FiniteDimensional K V] (f : ι → End K V) (hs : ∑ i, f i = 1) :
    ∑ i, finrank K (LinearMap.range (f i)) = finrank K V ↔ OrthogonalProjectors f := by
  classical
  have hsurj := assemble_surjective f hs
  have hx : ∀ x, ∑ i, f i x = x := fun x => by
    have := LinearMap.congr_fun hs x
    simpa [LinearMap.sum_apply] using this
  constructor
  · intro hr
    -- equal dimensions turn surjectivity into injectivity: components are unique
    have hdim : finrank K ((i : ι) → LinearMap.range (f i)) = finrank K V := by
      rw [Module.finrank_pi_fintype]
      exact hr
    have hinj : Function.Injective (assemble f) :=
      (LinearMap.injective_iff_surjective_of_finrank_eq_finrank hdim).2 hsurj
    -- the components f i (f j x - δ_ij x) add up to zero, so each of them vanishes
    have key : ∀ i j x, f i (f j x - if i = j then x else 0) = 0 := by
      intro i j x
      have h2 : ∑ k, f k (if k = j then x else 0) = f j x := by
        rw [Finset.sum_eq_single j]
        · simp
        · intro b _ hb
          simp [hb]
        · simp
      have h0 : assemble f
          (fun k => ⟨f k (f j x - if k = j then x else 0), LinearMap.mem_range_self _ _⟩)
          = 0 := by
        show ∑ k, f k (f j x - if k = j then x else 0) = 0
        simp only [map_sub, Finset.sum_sub_distrib]
        rw [hx, h2, sub_self]
      have h1 := (injective_iff_map_eq_zero _).1 hinj _ h0
      exact congrArg Subtype.val (congrFun h1 i)
    refine ⟨fun i => LinearMap.ext fun x => ?_, fun i j hij => LinearMap.ext fun x => ?_⟩
    · have h := key i i x
      rw [if_pos rfl, map_sub, sub_eq_zero] at h
      exact h
    · have h := key i j x
      rw [if_neg hij, sub_zero] at h
      exact h
  · intro h
    -- applying f j to a sum of range vectors picks out the j-th one
    have hinj : Function.Injective (assemble f) := by
      refine (injective_iff_map_eq_zero _).2 fun v hv => funext fun j => ?_
      have hv' : ∑ i, (v i : V) = 0 := hv
      have hj : f j (∑ i, (v i : V)) = v j := by
        rw [map_sum, Finset.sum_eq_single j]
        · obtain ⟨y, hy⟩ := (v j).2
          rw [← hy]
          exact LinearMap.congr_fun (h.1 j) y
        · intro b _ hb
          obtain ⟨y, hy⟩ := (v b).2
          rw [← hy]
          exact LinearMap.congr_fun (h.2 j b hb.symm) y
        · simp
      rw [hv', map_zero] at hj
      exact Subtype.ext hj.symm
    have hd := (LinearEquiv.ofBijective (assemble f) ⟨hinj, hsurj⟩).finrank_eq
    rwa [Module.finrank_pi_fintype] at hd

end Operators

section Matrices

variable {K n ι : Type*} [Field K] [Fintype n] [DecidableEq n] [Fintype ι]

/-- For square matrices that sum to the identity, the ranks sum to at least the matrix size,
with equality exactly when the matrices are mutually annihilating projectors. -/
theorem matrix_rank_bound (A : ι → Matrix n n K) (hs : ∑ i, A i = 1) :
    Fintype.card n ≤ ∑ i, (A i).rank ∧
      (∑ i, (A i).rank = Fintype.card n ↔ OrthogonalProjectors A) := by
  -- matrices act as operators on column vectors, rank being the dimension of the range
  obtain ⟨e, he⟩ : ∃ e : Matrix n n K ≃ₐ[K] End K (n → K),
      ∀ M : Matrix n n K, M.rank = finrank K (LinearMap.range (e M)) := by
    refine ⟨Matrix.toLinAlgEquiv', fun M => ?_⟩
    have hM : Matrix.toLinAlgEquiv' M = M.mulVecLin :=
      LinearMap.ext fun v => by rw [Matrix.toLinAlgEquiv'_apply, Matrix.mulVecLin_apply]
    exact (congrArg (fun g : (n → K) →ₗ[K] (n → K) => finrank K (LinearMap.range g)) hM).symm
  have hs' : ∑ i, e (A i) = 1 := by rw [← map_sum, hs, map_one]
  have hn : finrank K (n → K) = Fintype.card n := by simp
  have hsum : ∑ i, (A i).rank = ∑ i, finrank K (LinearMap.range (e (A i))) :=
    Finset.sum_congr rfl fun i _ => he (A i)
  rw [hsum, ← hn]
  refine ⟨finrank_le_sum_rank (fun i => e (A i)) hs',
    (operator_rank_iff (fun i => e (A i)) hs').trans ⟨fun h => ⟨fun i => ?_, fun i j hij => ?_⟩,
      fun h => ⟨fun i => ?_, fun i j hij => ?_⟩⟩⟩
  · apply e.injective
    rw [map_mul]
    exact h.1 i
  · apply e.injective
    rw [map_mul, map_zero]
    exact h.2 i j hij
  · show e (A i) * e (A i) = e (A i)
    rw [← map_mul, h.1 i]
  · show e (A i) * e (A j) = 0
    rw [← map_mul, h.2 i j hij, map_zero]

/-- Cochran's rank criterion: square matrices that sum to the identity and whose ranks sum to
the matrix size are idempotent, and products of distinct members vanish. -/
theorem cochran (A : ι → Matrix n n K) (hs : ∑ i, A i = 1)
    (hr : ∑ i, (A i).rank = Fintype.card n) :
    (∀ i, A i * A i = A i) ∧ ∀ i j, i ≠ j → A i * A j = 0 :=
  (matrix_rank_bound A hs).2.1 hr

end Matrices

/-- A pair of rational 2 by 2 matrices that are not symmetric. -/
def oblique : Fin 2 → Matrix (Fin 2) (Fin 2) ℚ := ![!![1, 1; 0, 0], !![0, -1; 0, 1]]

/-- The pair `oblique` sums to the identity, its ranks sum to 2, and its first member is not
symmetric. -/
theorem cochran_witness : ∑ i, oblique i = 1 ∧
    ∑ i, (oblique i).rank = Fintype.card (Fin 2) ∧ (oblique 0)ᵀ ≠ oblique 0 := by
  have hs : ∑ i, oblique i = 1 := by
    rw [Fin.sum_univ_two]
    ext a b
    fin_cases a <;> fin_cases b <;> simp [oblique]
  refine ⟨hs, (matrix_rank_bound oblique hs).2.2 ⟨fun i => ?_, fun i j hij => ?_⟩, fun h => ?_⟩
  · ext a b
    fin_cases i <;> fin_cases a <;> fin_cases b <;>
      simp [oblique, Matrix.mul_apply, Fin.sum_univ_two]
  · ext a b
    fin_cases i <;> fin_cases j <;>
      first
        | exact absurd rfl hij
        | (fin_cases a <;> fin_cases b <;> simp [oblique, Matrix.mul_apply, Fin.sum_univ_two])
  · have := congrFun (congrFun h 0) 1
    simp [oblique] at this

/-- Two copies of half the 2 by 2 identity matrix. -/
def halves : Fin 2 → Matrix (Fin 2) (Fin 2) ℚ := fun _ => (1 / 2 : ℚ) • 1

/-- The pair `halves` sums to the identity but is not a family of mutually annihilating
projectors, and its ranks sum to more than 2. -/
theorem rank_condition_needed : ∑ i, halves i = 1 ∧ ¬ OrthogonalProjectors halves ∧
    Fintype.card (Fin 2) < ∑ i, (halves i).rank := by
  have hs : ∑ i, halves i = 1 := by
    rw [Fin.sum_univ_two]
    unfold halves
    rw [← add_smul]
    norm_num
  have hno : ¬ OrthogonalProjectors halves := fun h => by
    have := congrFun (congrFun (h.2 0 1 (by decide)) 0) 0
    simp [halves] at this
  obtain ⟨hle, hiff⟩ := matrix_rank_bound halves hs
  exact ⟨hs, hno, lt_of_le_of_ne hle fun h => hno (hiff.1 h.symm)⟩

end CochranRankCriterion
```
```lean
#print axioms CochranRankCriterion.matrix_rank_bound
#print axioms CochranRankCriterion.cochran
#print axioms CochranRankCriterion.rank_condition_needed
```

```
'CochranRankCriterion.matrix_rank_bound' depends on axioms: [propext, Classical.choice, Quot.sound]
'CochranRankCriterion.cochran' depends on axioms: [propext, Classical.choice, Quot.sound]
'CochranRankCriterion.rank_condition_needed' depends on axioms: [propext, Classical.choice, Quot.sound]
```

## Types and hypotheses

`OrthogonalProjectors P` is the conjunction of `P i * P i = P i` for all `i` and `P i * P j = 0` for `i ≠ j`. It is defined for any type with a product and a zero, so it serves for operators and for matrices alike. The word orthogonal refers to the vanishing products. No inner product, transpose or adjoint occurs in the definition, and the zero matrix is an admissible member of such a family.

In the operator statements `End K V` is the algebra of linear maps from $V$ to itself, with composition as product and `1` as identity. The type `ι` is the finite index set $I$, `LinearMap.range (f i)` is $R_i$, and `finrank K` is the dimension over $K$. The map `assemble f` is $\Phi$, with domain `(i : ι) → LinearMap.range (f i)`, the space $W$. The hypothesis `hs : ∑ i, f i = 1` is completeness. `FiniteDimensional K V` is assumed in both dimension statements; `finrank` returns zero on an infinite-dimensional space, where the count would carry no information.

In the matrix statements Lean's `n` is a finite type labelling rows and columns, and the size written $n$ above is `Fintype.card n`. The theorem `matrix_rank_bound` states the inequality `Fintype.card n ≤ ∑ i, (A i).rank` together with the equivalence between `∑ i, (A i).rank = Fintype.card n` and `OrthogonalProjectors A`. The theorem `cochran` takes `hs` and the rank count `hr` and returns idempotence and the vanishing products, written out. Small sizes are included. With one index the single matrix is the identity. For $n=1$ the rank count leaves one entry equal to $1$ and all others zero. For $n=0$ every matrix equals the identity and all ranks are zero, which is also the only size at which an empty index set satisfies `hs`.

## Lemmas and the steps they carry

`assemble_surjective` supplies the preimage `fun i => ⟨f i x, LinearMap.mem_range_self _ x⟩`, the tuple $(f_ix)_i$, and evaluates `hs` at $x$. It needs no finite dimension. `finrank_le_sum_rank` starts from `finrank_range_le`, the bound of the image dimension by the domain dimension, replaces the image by all of $V$, and expands $\dim W$ with `Module.finrank_pi_fintype`.

The forward half of `operator_rank_iff` follows the second step. `hdim` is $\dim W=\dim V$, and `hinj` turns surjectivity into injectivity through `LinearMap.injective_iff_surjective_of_finrank_eq_finrank`. The statement `key` is $v_i=0$, with $\delta_{ij}x$ written as `if i = j then x else 0`. Inside it, `h2` collapses the delta sum to $f_jx$, `h0` shows that $\Phi(v)=0$ using `hx` for completeness, and `h1` concludes that the whole tuple is zero. The instances `key i i x` and `key i j x` give the two product rules. In the backward half, `hj` is $f_j\sum_i v_i=v_j$: the term with index `j` uses idempotence `h.1 j`, and every other term `b` is removed by `h.2 j b`. The bijection is then packaged by `LinearEquiv.ofBijective`, and its two sides have equal dimension.

`matrix_rank_bound` obtains an algebra isomorphism `e` from matrices to operators on `n → K`, namely `Matrix.toLinAlgEquiv'`, together with `he`, the identification of matrix rank with the dimension of the range. The four closing branches move the two product rules across `e` in each direction.

The two examples from the opening are stated over $\mathbb Q$. `oblique` is the pair $A_0,A_1$, and `cochran_witness` shows that it sums to the identity, that its ranks sum to $2$, and that `oblique 0` differs from its transpose. The rank sum is not computed by elimination: the products are checked entry by entry and the backward direction of the equivalence delivers the count. `halves` is the pair $\tfrac12\mathbb 1,\tfrac12\mathbb 1$. `rank_condition_needed` shows that it sums to the identity, that it is not a projector family (the entry $(0,0)$ of the cross product is nonzero), and that its rank sum is strictly above $2$, by combining the inequality with the failure of equality. The theorem states the strict inequality and not the value of the sum.

## Exact rank, rounding and Hermiticity

The theorems hold over a field with exact equality. They apply as stated to rational, real or complex matrices as mathematical objects and to exact arithmetic over $\mathbb Q$ or a finite field. Floating-point numbers do not form a field, and the file contains no estimate of $A_iA_j-\delta_{ij}A_i$ when completeness holds only up to a residual or when ranks are read off singular values with a threshold. The diagonal pair $\operatorname{diag}(1,\varepsilon)$ and $\operatorname{diag}(0,1-\varepsilon)$ with a small $\varepsilon>0$ illustrates the gap. It sums to the identity exactly and has exact ranks $2$ and $1$, so it is not a projector family, while a threshold between $\varepsilon$ and $1-\varepsilon$ would report ranks $1$ and $1$ and the products would miss their targets by $\varepsilon(1-\varepsilon)$. A code that needs idempotence to a tolerance gets no bound from these theorems; it can measure the residual directly or rely on a separate perturbation estimate.

The count concerns ranks, and the sum of the traces does not replace it. Completeness alone gives $\sum_i\operatorname{tr}A_i=n$ (with $n$ read as an element of $K$), so the trace sum takes the same value for `oblique` and for `halves`.

The conclusion is algebraic. It does not say that the $A_i$ are Hermitian or that the ranges are perpendicular in an inner product fixed beforehand; the lines spanned by $(1,0)$ and $(-1,1)$ are not perpendicular in the Euclidean one. Completeness is taken as given in the finite basis, and the theorems are silent on whether that basis represents an infinite-dimensional Hilbert space well. Infinite index sets are excluded. The applications to orbital blocks, grid weights and measurements, like the remarks on thresholds and traces, are ordinary arguments placed beside the file and are not among its theorems.
